# The Electron Spin Projected onto a Level j = l ± 1/2 Is Proportional to J

An electron with orbital quantum number $l$ sits in a weak magnetic field. Spin-orbit coupling has split its states into two levels, $j=l+\tfrac12$ and $j=l-\tfrac12$ (only the first if $l=0$), and the field couples to both $\mathbf L$ and the spin. To first order in the field, the energy shifts involve only the part of the spin that acts within one level. What operator is that part?

## The spin within each level

Set $\hbar=1$. Let $\mathbf L$ be an angular momentum with $L^2=l(l+1)$, commuting with Pauli operators $\sigma_k$. Components carry cyclic indices $k=0,1,2$, so that

$$[L_k,L_{k+1}]=iL_{k+2},\qquad \sigma_k^2=1,\qquad \sigma_k\sigma_{k+1}=i\sigma_{k+2}.$$

Write $K=\mathbf L\cdot\boldsymbol\sigma$, $J_k=L_k+\tfrac12\sigma_k$, $P=(K+l+1)/(2l+1)$ and $Q=1-P$. For $2l+1\neq0$, which includes every real $l\ge0$, the claim is

$$(2l+1)\,P\sigma_kP=2J_kP,\qquad (2l+1)\,Q\sigma_kQ=-2J_kQ.$$

Since $J^2=L^2+K+\tfrac34$, the value $K=l$ belongs to $j=l+\tfrac12$ and $K=-(l+1)$ to $j=l-\tfrac12$. The projection theorem for vector operators treats any vector and any multiplet; this is its instance for a single spin one half.

**Anticommutator.** The Pauli relations give $\sigma_k=-i\sigma_{k+1}\sigma_{k+2}$. Multiplying by $\sigma_{k+1}$ from the left gives $\sigma_{k+1}\sigma_k=-i\sigma_{k+2}$, so different components anticommute. Hence

$$\sigma_kK+K\sigma_k=\sum_iL_i(\sigma_k\sigma_i+\sigma_i\sigma_k)=2L_k.$$

**Square.** In $K^2=\sum_{ij}L_iL_j\sigma_i\sigma_j$ the diagonal terms sum to $L^2$. Each pair of neighbouring indices contributes
$$i[L_k,L_{k+1}]\sigma_{k+2}=-L_{k+2}\sigma_{k+2}.$$
Therefore $K^2+K=l(l+1)$.

**Conservation of J.** Inserting $L_k=\tfrac12(\sigma_kK+K\sigma_k)$ into $J_k$ gives
$$[J_k,K]=\tfrac12[\sigma_k,K^2+K]=0,$$
because $K^2+K$ is a number. So $J_k$ commutes with $P$ and $Q$.

**Projectors.** The square relation factorises as $(K-l)(K+l+1)=0$. Thus $KP=PK=lP$, and $P^2=(l+l+1)P/(2l+1)=P$. Then $Q^2=Q$, and $Q=(l-K)/(2l+1)$ gives $KQ=QK=-(l+1)Q$.

**Compression.** Let $E$ be $P$ or $Q$, with $KE=EK=cE$. Placing the anticommutator between two copies of $E$ gives

$$2c\,E\sigma_kE=2EL_kE=2J_kE-E\sigma_kE,$$

so $(2c+1)E\sigma_kE=2J_kE$. The values $c=l$ and $c=-(l+1)$ give the two claims.

The commutation of $\mathbf L$ with $\boldsymbol\sigma$ is essential. Take $L_k=\tfrac12\sigma_k$ on the same two-dimensional space: all other relations hold with $l=\tfrac12$, but $K=\tfrac32$, $P=\tfrac32$ and $J_k=\sigma_k$. The left side of the first claim is then $\tfrac92\sigma_k$ and the right side $3\sigma_k$.

## Operators and their relations in Lean

The operators are elements of an arbitrary complex algebra `A`; finite matrices are one instance. No inner product is present, so Hermiticity is neither assumed nor concluded.

```lean
import Mathlib

open Complex (I)
open scoped Kronecker

namespace SpinProjection

noncomputable section

variable {A : Type*} [Ring A] [Algebra ℂ A]
```

The index type `Fin 3` has cyclic addition, so one formula covers all three commutators. The symbol `•` is multiplication by a complex number.

```lean
/-- Angular momentum commutation relations `[L_k, L_{k+1}] = i L_{k+2}`, with cyclic indices. -/
def IsAngularMomentum (L : Fin 3 → A) : Prop :=
  ∀ k, L k * L (k + 1) - L (k + 1) * L k = I • L (k + 2)
```

The Pauli relations also fix the sign convention, through the orientation of the product.

```lean
/-- Pauli relations `σ_k² = 1` and `σ_k σ_{k+1} = i σ_{k+2}`, with cyclic indices. -/
structure IsPauli (σ : Fin 3 → A) : Prop where
  sq : ∀ k, σ k * σ k = 1
  mul : ∀ k, σ k * σ (k + 1) = I • σ (k + 2)
```

The next structure collects the hypotheses. The field `casimir` restricts the model to one value of $l$, as for an electron in a single subshell. Here `l` may be any complex number; it is not required to be an integer or a half-integer.

```lean
/-- An angular momentum `L` with `L² = l(l+1)` that commutes with a Pauli triple `σ`. -/
structure IsCoupled (l : ℂ) (L σ : Fin 3 → A) : Prop where
  ang : IsAngularMomentum L
  pauli : IsPauli σ
  comm : ∀ i j, L i * σ j = σ j * L i
  casimir : ∑ i, L i * L i = (l * (l + 1)) • (1 : A)
```

The operators $K$, $J_k$, $P$ and $Q$ are explicit definitions.

```lean
/-- The spin-orbit operator `L·σ`. -/
def spinOrbit (L σ : Fin 3 → A) : A := ∑ i, L i * σ i

/-- The total angular momentum `J = L + σ/2`. -/
def total (L σ : Fin 3 → A) (k : Fin 3) : A := L k + (1 / 2 : ℂ) • σ k

/-- The operator `P = (L·σ + l + 1)/(2l+1)`, for `2l+1 ≠ 0`. -/
def projUp (l : ℂ) (L σ : Fin 3 → A) : A :=
  (2 * l + 1)⁻¹ • (spinOrbit L σ + (l + 1) • (1 : A))

/-- The complementary operator `Q = 1 - P`, for `2l+1 ≠ 0`. -/
def projDown (l : ℂ) (L σ : Fin 3 → A) : A := 1 - projUp l L σ
```

## Algebra of the spin-orbit operator

The reversed Pauli product follows as above, by substituting for $\sigma_k$ and using $\sigma_{k+1}^2=1$.

```lean
variable {l : ℂ} {L σ : Fin 3 → A}

/-- Pauli operators multiplied in reverse cyclic order: `σ_{k+1} σ_k = -i σ_{k+2}`. -/
theorem IsPauli.mul_swap (h : IsPauli σ) (k : Fin 3) :
    σ (k + 1) * σ k = -(I • σ (k + 2)) := by
  have e1 : ∀ k : Fin 3, k + 1 + 1 = k + 2 := by decide
  have e2 : ∀ k : Fin 3, k + 1 + 2 = k := by decide
  have m : σ (k + 1) * σ (k + 2) = I • σ k := by
    simpa only [e1, e2] using h.mul (k + 1)
  have e : σ k = -(I • (σ (k + 1) * σ (k + 2))) := by
    rw [m, smul_smul, Complex.I_mul_I, neg_one_smul, neg_neg]
  calc σ (k + 1) * σ k = σ (k + 1) * -(I • (σ (k + 1) * σ (k + 2))) := congrArg _ e
    _ = -(I • (σ (k + 1) * σ (k + 1) * σ (k + 2))) := by
      rw [mul_neg, mul_smul_comm, mul_assoc]
    _ = -(I • σ (k + 2)) := by rw [h.sq, one_mul]
```

For the anticommutator, `hK` writes the sum starting from index `k`, and `hm` moves the spin past the orbital factor. After the Pauli products are inserted, `module` collects the linear terms.

```lean
/-- The anticommutator of the spin with the spin-orbit operator is orbital:
`σ_k (L·σ) + (L·σ) σ_k = 2 L_k`. -/
theorem spin_anticomm (h : IsCoupled l L σ) (k : Fin 3) :
    σ k * spinOrbit L σ + spinOrbit L σ * σ k = (2 : ℂ) • L k := by
  have hK : spinOrbit L σ =
      L k * σ k + L (k + 1) * σ (k + 1) + L (k + 2) * σ (k + 2) := by
    rw [spinOrbit, Fin.sum_univ_three]
    fin_cases k
    · rfl
    · show _ = L 1 * σ 1 + L 2 * σ 2 + L 0 * σ 0
      abel
    · show _ = L 2 * σ 2 + L 0 * σ 0 + L 1 * σ 1
      abel
  have e1 : ∀ k : Fin 3, k + 2 + 1 = k := by decide
  have e2 : ∀ k : Fin 3, k + 2 + 2 = k + 1 := by decide
  have a3 : σ (k + 2) * σ k = I • σ (k + 1) := by
    simpa only [e1, e2] using h.pauli.mul (k + 2)
  have a4 : σ k * σ (k + 2) = -(I • σ (k + 1)) := by
    simpa only [e1, e2] using h.pauli.mul_swap (k + 2)
  have hm : ∀ i, σ k * (L i * σ i) = L i * (σ k * σ i) := fun i => by
    rw [← mul_assoc, ← h.comm, mul_assoc]
  rw [hK]
  simp only [mul_add, add_mul, mul_assoc, hm, h.pauli.sq, h.pauli.mul k,
    h.pauli.mul_swap k, a3, a4, mul_neg, mul_smul_comm, mul_one]
  module
```

In the square, `hd` turns each commutator of $\mathbf L$ into one term of $-K$. The final `linear_combination` adds the three to the Casimir relation.

```lean
/-- The spin-orbit operator obeys `(L·σ)² + L·σ = l(l+1)`. -/
theorem spinOrbit_sq (h : IsCoupled l L σ) :
    spinOrbit L σ * spinOrbit L σ + spinOrbit L σ = (l * (l + 1)) • (1 : A) := by
  have hm : ∀ i j k, σ i * (L j * σ k) = L j * (σ i * σ k) := fun i j k => by
    rw [← mul_assoc, ← h.comm, mul_assoc]
  -- each commutator of `L` produces one term of `-L·σ`
  have hd : ∀ i j k, L i * L j - L j * L i = I • L k →
      I • (L i * (L j * σ k)) - I • (L j * (L i * σ k)) = -(L k * σ k) := by
    intro i j k e
    rw [← smul_sub, ← mul_assoc, ← mul_assoc, ← sub_mul, e, smul_mul_assoc, smul_smul,
      Complex.I_mul_I, neg_one_smul]
  have s01 : σ 0 * σ 1 = I • σ 2 := h.pauli.mul 0
  have s12 : σ 1 * σ 2 = I • σ 0 := h.pauli.mul 1
  have s20 : σ 2 * σ 0 = I • σ 1 := h.pauli.mul 2
  have s10 : σ 1 * σ 0 = -(I • σ 2) := h.pauli.mul_swap 0
  have s21 : σ 2 * σ 1 = -(I • σ 0) := h.pauli.mul_swap 1
  have s02 : σ 0 * σ 2 = -(I • σ 1) := h.pauli.mul_swap 2
  have hc := h.casimir
  rw [Fin.sum_univ_three] at hc
  simp only [spinOrbit, Fin.sum_univ_three, mul_add, add_mul, mul_assoc, hm, h.pauli.sq,
    s01, s12, s20, s10, s21, s02, mul_neg, mul_smul_comm, mul_one] at hc ⊢
  linear_combination (norm := module) hc + hd 0 1 2 (h.ang 0) + hd 1 2 0 (h.ang 1)
    + hd 2 0 1 (h.ang 2)
```

The conservation of $\mathbf J$ uses the same substitution for $L_k$; `h4` says that $\sigma_k$ commutes with $K^2+K$.

```lean
/-- Every component of `J` commutes with `P`. -/
theorem total_comm_projUp (h : IsCoupled l L σ) (k : Fin 3) :
    total L σ k * projUp l L σ = projUp l L σ * total L σ k := by
  have h1 := spin_anticomm h k
  have h2 := spinOrbit_sq h
  have hJ : total L σ k * spinOrbit L σ = spinOrbit L σ * total L σ k := by
    unfold total
    generalize spinOrbit L σ = K at h1 h2 ⊢
    have hL : L k = (1 / 2 : ℂ) • (σ k * K + K * σ k) := by rw [h1]; module
    -- the spin commutes with the number `l(l+1) = K² + K`
    have h4 : σ k * (K * K + K) = (K * K + K) * σ k := by
      rw [h2, mul_smul_comm, smul_mul_assoc, mul_one, one_mul]
    rw [hL]
    simp only [add_mul, mul_add, smul_mul_assoc, mul_smul_comm, mul_assoc] at h4 ⊢
    linear_combination (norm := module) (1 / 2 : ℂ) • h4
  simp only [projUp, mul_smul_comm, smul_mul_assoc, mul_add, add_mul, mul_one, one_mul, hJ]
```

## Two idempotents and the compressed spin

The condition `h0` is used to cancel $2l+1$ against its inverse: in `projUp_spec` for $P^2=P$, and in `projDown_spec` for the value of $K$ on $Q$. Each of the next two theorems gives the value of $K$ from both sides and the idempotence.

```lean
/-- For `2l+1 ≠ 0`, `P` is idempotent and `L·σ` acts on it from either side as `l`. -/
theorem projUp_spec (h : IsCoupled l L σ) (h0 : 2 * l + 1 ≠ 0) :
    spinOrbit L σ * projUp l L σ = l • projUp l L σ ∧
    projUp l L σ * spinOrbit L σ = l • projUp l L σ ∧
    projUp l L σ * projUp l L σ = projUp l L σ := by
  have hsq := eq_sub_of_add_eq (spinOrbit_sq h)
  have hl : spinOrbit L σ * projUp l L σ = l • projUp l L σ := by
    simp only [projUp, mul_smul_comm, mul_add, mul_one, hsq]
    module
  refine ⟨hl, ?_, ?_⟩
  · simp only [projUp, smul_mul_assoc, add_mul, one_mul, hsq]
    module
  · calc projUp l L σ * projUp l L σ
        = (2 * l + 1)⁻¹ • ((spinOrbit L σ + (l + 1) • (1 : A)) * projUp l L σ) := by
          rw [← smul_mul_assoc]; rfl
      _ = (2 * l + 1)⁻¹ • ((2 * l + 1) • projUp l L σ) := by
          rw [add_mul, hl, smul_mul_assoc, one_mul]; module
      _ = projUp l L σ := by rw [smul_smul, inv_mul_cancel₀ h0, one_smul]

/-- For `2l+1 ≠ 0`, `Q` is idempotent and `L·σ` acts on it from either side as `-(l+1)`. -/
theorem projDown_spec (h : IsCoupled l L σ) (h0 : 2 * l + 1 ≠ 0) :
    spinOrbit L σ * projDown l L σ = (-(l + 1)) • projDown l L σ ∧
    projDown l L σ * spinOrbit L σ = (-(l + 1)) • projDown l L σ ∧
    projDown l L σ * projDown l L σ = projDown l L σ := by
  obtain ⟨hl, hr, hi⟩ := projUp_spec h h0
  have e : (2 * l + 1) • projUp l L σ = spinOrbit L σ + (l + 1) • (1 : A) := by
    rw [projUp, smul_smul, mul_inv_cancel₀ h0, one_smul]
  refine ⟨?_, ?_, ?_⟩
  · rw [projDown, mul_sub, mul_one, hl]
    linear_combination (norm := module) (-1 : ℂ) • e
  · rw [projDown, sub_mul, one_mul, hr]
    linear_combination (norm := module) (-1 : ℂ) • e
  · simp only [projDown, sub_mul, mul_sub, one_mul, mul_one, hi]
    abel
```

For any idempotent $E$ commuting with $J_k$, writing $L_k+a\sigma_k=J_k+(a-\tfrac12)\sigma_k$ separates the conserved part from the spin.

```lean
/-- Between two copies of an idempotent `E` that commutes with `J_k`, the operator
`L_k + a σ_k` becomes `J_k E + (a - 1/2) E σ_k E`. -/
theorem compress_moment {E : A} {k : Fin 3} (hE : E * E = E)
    (hJ : total L σ k * E = E * total L σ k) (a : ℂ) :
    E * (L k + a • σ k) * E = total L σ k * E + (a - 1 / 2) • (E * σ k * E) := by
  have hJE : E * total L σ k * E = total L σ k * E := by rw [← hJ, mul_assoc, hE]
  rw [← hJE]
  simp only [total, mul_add, add_mul, mul_smul_comm, smul_mul_assoc]
  module
```

The compression step is stated for a general value $c$. In its proof, `a` and `b` evaluate the two halves of the anticommutator, `f` adds them, and `d` replaces $EL_kE$ using the previous lemma with the coefficient of $\sigma_k$ set to zero.

```lean
/-- If `E` is an idempotent that commutes with `J_k` and on which `L·σ` acts from either side
as the number `c`, then `(2c+1) E σ_k E = 2 J_k E`. -/
theorem compress_spin (h : IsCoupled l L σ) {E : A} {c : ℂ} {k : Fin 3}
    (hs : spinOrbit L σ * E = c • E ∧ E * spinOrbit L σ = c • E ∧ E * E = E)
    (hJ : total L σ k * E = E * total L σ k) :
    (2 * c + 1) • (E * σ k * E) = (2 : ℂ) • (total L σ k * E) := by
  obtain ⟨hl, hr, hE⟩ := hs
  have a : E * (σ k * spinOrbit L σ) * E = c • (E * σ k * E) := by
    simp only [mul_assoc, hl, mul_smul_comm]
  have b : E * (spinOrbit L σ * σ k) * E = c • (E * σ k * E) := by
    rw [show E * (spinOrbit L σ * σ k) * E = (E * spinOrbit L σ) * (σ k * E) by
      simp only [mul_assoc], hr]
    simp only [smul_mul_assoc, mul_assoc]
  -- the anticommutator identity between two copies of `E`
  have f : E * (σ k * spinOrbit L σ) * E + E * (spinOrbit L σ * σ k) * E
      = (2 : ℂ) • (E * L k * E) := by
    rw [← add_mul, ← mul_add, spin_anticomm h k, mul_smul_comm, smul_mul_assoc]
  have d := compress_moment hE hJ 0
  rw [zero_smul, add_zero] at d
  rw [a, b] at f
  linear_combination (norm := module) f + (2 : ℂ) • d
```

The main theorem applies this twice. For $Q$ the prefactor is $2c+1=-(2l+1)$, hence the multiplication by $-1$ at the end.

```lean
/-- Projection theorem for the spin: for `2l+1 ≠ 0`, `(2l+1) P σ_k P = 2 J_k P` and
`(2l+1) Q σ_k Q = -2 J_k Q`. -/
theorem spin_projection (h : IsCoupled l L σ) (h0 : 2 * l + 1 ≠ 0) (k : Fin 3) :
    (2 * l + 1) • (projUp l L σ * σ k * projUp l L σ)
      = (2 : ℂ) • (total L σ k * projUp l L σ) ∧
    (2 * l + 1) • (projDown l L σ * σ k * projDown l L σ)
      = (-2 : ℂ) • (total L σ k * projDown l L σ) := by
  have hP := total_comm_projUp h k
  have hQ : total L σ k * projDown l L σ = projDown l L σ * total L σ k := by
    rw [projDown, mul_sub, sub_mul, mul_one, one_mul, hP]
  refine ⟨compress_spin h (projUp_spec h h0) hP, ?_⟩
  have s := compress_spin h (projDown_spec h h0) hQ
  linear_combination (norm := module) (-1 : ℂ) • s
```

## Landé factors and a numerical check

The electron's magnetic moment is $-\mu_B$ times $L_k+\tfrac g2\sigma_k$, with $\mu_B$ the Bohr magneton and $g$ the spin g-factor (about 2). To project this operator, set $a=g/2$ in the separation above and insert the compressed spin. The coefficients of $J_k$ are $(2l+g)/(2l+1)$ in the upper-$j$ level and $(2l+2-g)/(2l+1)$ in the other.

```lean
/-- Landé factors of one electron: for `2l+1 ≠ 0`, the operator `L + g σ/2` projected with `P` is
`(2l+g)/(2l+1)` times `J P`, and projected with `Q` it is `(2l+2-g)/(2l+1)` times `J Q`. -/
theorem lande_factor (h : IsCoupled l L σ) (h0 : 2 * l + 1 ≠ 0) (g : ℂ) (k : Fin 3) :
    (2 * l + 1) • (projUp l L σ * (L k + (g / 2) • σ k) * projUp l L σ)
      = (2 * l + g) • (total L σ k * projUp l L σ) ∧
    (2 * l + 1) • (projDown l L σ * (L k + (g / 2) • σ k) * projDown l L σ)
      = (2 * l + 2 - g) • (total L σ k * projDown l L σ) := by
  obtain ⟨s, t⟩ := spin_projection h h0 k
  have hP := total_comm_projUp h k
  have hQ : total L σ k * projDown l L σ = projDown l L σ * total L σ k := by
    rw [projDown, mul_sub, sub_mul, mul_one, one_mul, hP]
  constructor
  · rw [compress_moment (projUp_spec h h0).2.2 hP]
    linear_combination (norm := module) (g / 2 - 1 / 2) • s
  · rw [compress_moment (projDown_spec h h0).2.2 hQ]
    linear_combination (norm := module) (g / 2 - 1 / 2) • t
```

These are the weak-field Zeeman factors of a one-electron model with fixed $l$; the parts $P\sigma_kQ$ and $Q\sigma_kP$, which mix the levels, are left out. For a p electron with $g=2$ they are $4/3$ for $j=\tfrac32$ and $2/3$ for $j=\tfrac12$. A program that stores $L_k$ and $\sigma_k$ as $6\times6$ matrices in the product basis can form $P=(K+2)/3$ without Clebsch–Gordan coefficients, and test its matrices by checking that $3P\sigma_kP-2J_kP$ vanishes to rounding error.

## Two spins one half as a concrete case

The relations are satisfied by ordinary matrices. Two spins one half on a Kronecker product, one playing the part of $\mathbf L$, give $l=\tfrac12$; $P$ and $Q$ then project onto the triplet and the singlet.

```lean
/-- The three Pauli matrices. -/
def pauli : Fin 3 → Matrix (Fin 2) (Fin 2) ℂ :=
  ![!![0, 1; 1, 0], !![0, -I; I, 0], !![1, 0; 0, -1]]
```

The proof checks the Pauli products entry by entry and carries them over to the two factors.

```lean
/-- Two spins one half, `L = pauli/2 ⊗ 1` and `σ = 1 ⊗ pauli`, satisfy all the relations
with `l = 1/2`. -/
theorem isCoupled_witness :
    IsCoupled (1 / 2) (fun k => (1 / 2 : ℂ) • (pauli k ⊗ₖ (1 : Matrix (Fin 2) (Fin 2) ℂ)))
      (fun k => (1 : Matrix (Fin 2) (Fin 2) ℂ) ⊗ₖ pauli k) := by
  have sq : ∀ k, pauli k * pauli k = 1 := by
    intro k
    fin_cases k <;> ext i j <;> fin_cases i <;> fin_cases j <;>
      simp [pauli, Matrix.mul_apply, Fin.sum_univ_succ]
  have m0 : pauli 0 * pauli 1 = I • pauli 2 := by
    ext i j
    fin_cases i <;> fin_cases j <;> simp [pauli, Matrix.mul_apply, Fin.sum_univ_succ]
  have m1 : pauli 1 * pauli 2 = I • pauli 0 := by
    ext i j
    fin_cases i <;> fin_cases j <;> simp [pauli, Matrix.mul_apply, Fin.sum_univ_succ]
  have m2 : pauli 2 * pauli 0 = I • pauli 1 := by
    ext i j
    fin_cases i <;> fin_cases j <;> simp [pauli, Matrix.mul_apply, Fin.sum_univ_succ]
  have hp : IsPauli pauli := ⟨sq, fun k => by
    fin_cases k
    exacts [m0, m1, m2]⟩
  refine ⟨fun k => ?_, ⟨fun k => ?_, fun k => ?_⟩, fun i j => ?_, ?_⟩
  · simp only [smul_mul_assoc, mul_smul_comm, ← Matrix.mul_kronecker_mul, hp.mul k,
      hp.mul_swap k, mul_one, ← neg_smul, Matrix.smul_kronecker]
    module
  · simp only [← Matrix.mul_kronecker_mul, sq, mul_one, Matrix.one_kronecker_one]
  · simp only [← Matrix.mul_kronecker_mul, hp.mul k, mul_one, Matrix.kronecker_smul]
  · simp only [smul_mul_assoc, mul_smul_comm, ← Matrix.mul_kronecker_mul, mul_one, one_mul]
  · simp only [smul_mul_assoc, mul_smul_comm, ← Matrix.mul_kronecker_mul, sq, mul_one,
      Matrix.one_kronecker_one, Fin.sum_univ_three]
    module

end

end SpinProjection
```

```lean
#print axioms SpinProjection.spin_projection
#print axioms SpinProjection.lande_factor
```

```
'SpinProjection.spin_projection' depends on axioms: [propext, Classical.choice, Quot.sound]
'SpinProjection.lande_factor' depends on axioms: [propext, Classical.choice, Quot.sound]
```
